# Zero-energy states of an SSH ring with nonzero hoppings: existence exactly when $\prod_j v_j=(-1)^N\prod_j w_j$

A closed SSH ring has $N\ge 1$ cells, each with a site $A_j$ and a site $B_j$, and all on-site energies are zero. With nonzero hopping amplitudes $v_j$ from $B_j$ to $A_j$ and $w_j$ from $B_j$ to $A_{j+1}$, it has a zero-energy state if and only if $\prod_j v_j=(-1)^N\prod_j w_j$. When this holds, the zero-energy states form a two-dimensional space, spanned by one state on each sublattice.

```lean
import Mathlib

open Finset ComplexConjugate

namespace SSHRing

noncomputable section

variable {N : ℕ}

/-- A state of the ring: complex amplitudes on the A sites and on the B sites of the cells. -/
abbrev State (N : ℕ) := (ZMod N → ℂ) × (ZMod N → ℂ)

/-- The SSH Hamiltonian on a ring: `v j` couples `A_j` and `B_j`, and `w j` couples
`B_j` and `A_(j+1)`, with cell indices taken modulo `N`. -/
def hamiltonian (v w : ZMod N → ℂ) : State N →ₗ[ℂ] State N where
  toFun ψ := (fun j => v j * ψ.2 j + w (j - 1) * ψ.2 (j - 1),
    fun j => conj (v j) * ψ.1 j + conj (w j) * ψ.1 (j + 1))
  map_add' x y := by
    refine Prod.ext (funext fun j => ?_) (funext fun j => ?_) <;>
      simp only [Prod.fst_add, Prod.snd_add, Pi.add_apply] <;> ring
  map_smul' c x := by
    refine Prod.ext (funext fun j => ?_) (funext fun j => ?_) <;>
      simp only [Prod.smul_fst, Prod.smul_snd, Pi.smul_apply, smul_eq_mul,
        RingHom.id_apply] <;> ring

/-- The factor from `A_j` to `A_(j+1)` in a zero-energy state, for `w j ≠ 0`. -/
def ratioA (v w : ZMod N → ℂ) (j : ZMod N) : ℂ := conj (-v j / w j)

/-- The factor from `B_j` to `B_(j+1)` in a zero-energy state, for `v (j + 1) ≠ 0`. -/
def ratioB (v w : ZMod N → ℂ) (j : ZMod N) : ℂ := -w j / v (j + 1)

/-- The amplitude in cell `j` obtained from amplitude one in cell `0` by multiplying
the factors `r` of the cells passed on the way. -/
def transport (r : ZMod N → ℂ) (j : ZMod N) : ℂ := ∏ i ∈ range j.val, r (i : ZMod N)

/-- For nonzero hoppings, a state has zero energy exactly when its amplitudes obey one
first-order recurrence on each sublattice. -/
theorem zero_energy_iff {v w : ZMod N → ℂ} (hv : ∀ j, v j ≠ 0) (hw : ∀ j, w j ≠ 0)
    (ψ : State N) : hamiltonian v w ψ = 0 ↔
      (∀ j, ψ.1 (j + 1) = ratioA v w j * ψ.1 j) ∧
      (∀ j, ψ.2 (j + 1) = ratioB v w j * ψ.2 j) := by
  have hH : hamiltonian v w ψ = 0 ↔
      (∀ j, v j * ψ.2 j + w (j - 1) * ψ.2 (j - 1) = 0) ∧
      (∀ j, conj (v j) * ψ.1 j + conj (w j) * ψ.1 (j + 1) = 0) := by
    simp only [hamiltonian, LinearMap.coe_mk, AddHom.coe_mk, Prod.mk_eq_zero, funext_iff,
      Pi.zero_apply]
  rw [hH, and_comm]
  refine and_congr (forall_congr' fun j => ?_) ⟨fun h j => ?_, fun h j => ?_⟩
  · have hw' : conj (w j) ≠ 0 := (map_ne_zero _).2 (hw j)
    rw [ratioA, map_div₀, map_neg, div_mul_eq_mul_div, eq_div_iff hw']
    constructor <;> intro h <;> linear_combination h
  · have h1 := h (j + 1)
    rw [add_sub_cancel_right] at h1
    rw [ratioB, div_mul_eq_mul_div, eq_div_iff (hv _)]
    linear_combination h1
  · have h1 := h (j - 1)
    rw [ratioB, div_mul_eq_mul_div, sub_add_cancel, eq_div_iff (hv _)] at h1
    linear_combination h1

variable [NeZero N]

/-- The Hamiltonian of the ring is Hermitian for the standard inner product of states. -/
theorem hamiltonian_hermitian (v w : ZMod N → ℂ) (φ ψ : State N) :
    ∑ j, (conj (φ.1 j) * (hamiltonian v w ψ).1 j + conj (φ.2 j) * (hamiltonian v w ψ).2 j) =
    ∑ j, (conj ((hamiltonian v w φ).1 j) * ψ.1 j +
      conj ((hamiltonian v w φ).2 j) * ψ.2 j) := by
  -- the two sides differ by a sum that telescopes around the ring
  let g : ZMod N → ℂ := fun j => conj (φ.1 j) * (w (j - 1) * ψ.2 (j - 1)) -
    conj (w (j - 1)) * conj (φ.2 (j - 1)) * ψ.1 j
  have shift : ∑ j, g (j + 1) = ∑ j, g j := Equiv.sum_comp (Equiv.addRight (1 : ZMod N)) g
  rw [← sub_eq_zero, ← Finset.sum_sub_distrib]
  calc _ = ∑ j, (g j - g (j + 1)) := by
        refine Finset.sum_congr rfl fun j _ => ?_
        simp only [g, hamiltonian, LinearMap.coe_mk, AddHom.coe_mk, map_add, map_mul,
          Complex.conj_conj, add_sub_cancel_right]
        ring
    _ = 0 := by rw [Finset.sum_sub_distrib, shift, sub_self]

/-- The solutions of a first-order recurrence on a ring are multiples of the transported
amplitude, and a nonzero solution requires the factors to multiply to one around the ring. -/
theorem cyclic_recurrence (r a : ZMod N → ℂ) :
    (∀ j, a (j + 1) = r j * a j) ↔
      (a = 0 ∨ ∏ j, r j = 1) ∧ ∃ c : ℂ, a = c • transport r := by
  have hprod : ∏ i ∈ range N, r (i : ZMod N) = ∏ j, r j :=
    Finset.prod_nbij' (fun i : ℕ => (i : ZMod N)) ZMod.val (fun _ _ => Finset.mem_univ _)
      (fun j _ => Finset.mem_range.2 (ZMod.val_lt j))
      (fun i hi => by rw [ZMod.val_natCast, Nat.mod_eq_of_lt (Finset.mem_range.1 hi)])
      (fun j _ => ZMod.natCast_zmod_val j) (fun _ _ => rfl)
  constructor
  · intro h
    have hk : ∀ k : ℕ, a (k : ZMod N) = a 0 * ∏ i ∈ range k, r (i : ZMod N) := by
      intro k
      induction k with
      | zero => simp
      | succ k ih =>
        rw [Nat.cast_add, Nat.cast_one, h, ih, Finset.prod_range_succ]
        ring
    have ha : a = a 0 • transport r := by
      funext j
      have h1 := hk j.val
      rw [ZMod.natCast_zmod_val] at h1
      rw [Pi.smul_apply, smul_eq_mul, transport]
      exact h1
    refine ⟨?_, a 0, ha⟩
    by_cases h0 : a 0 = 0
    · left
      rw [ha, h0, zero_smul]
    · -- one full turn must reproduce the initial amplitude
      right
      have h1 := hk N
      rw [ZMod.natCast_self, hprod] at h1
      exact mul_left_cancel₀ h0 (by rw [mul_one]; exact h1.symm)
  · rintro ⟨h, c, rfl⟩ j
    rcases h with h | hr
    · simp only [h, Pi.zero_apply, mul_zero]
    · let f : ℕ → ℂ := fun k => ∏ i ∈ range k, r (i : ZMod N)
      have hper : Function.Periodic f N := by
        intro k
        change ∏ i ∈ range (k + N), r (i : ZMod N) = ∏ i ∈ range k, r (i : ZMod N)
        rw [add_comm, Finset.prod_range_add, hprod, hr, one_mul]
        simp
      have hval : ∀ k : ℕ, transport r (k : ZMod N) = f k := by
        intro k
        change f (k : ZMod N).val = f k
        rw [ZMod.val_natCast]
        exact hper.map_mod_nat k
      have hs : transport r (j + 1) = r j * transport r j := by
        have h1 := hval (j.val + 1)
        rw [Nat.cast_add, Nat.cast_one, ZMod.natCast_zmod_val] at h1
        rw [h1]
        change ∏ i ∈ range (j.val + 1), r (i : ZMod N) =
          r j * ∏ i ∈ range j.val, r (i : ZMod N)
        rw [Finset.prod_range_succ, ZMod.natCast_zmod_val, mul_comm]
      simp only [Pi.smul_apply, smul_eq_mul, hs]
      ring

/-- For nonzero hoppings, the closure conditions of the A and B recurrences are both
equivalent to the same relation between the products of the hoppings. -/
theorem closure_iff {v w : ZMod N → ℂ} (hv : ∀ j, v j ≠ 0) (hw : ∀ j, w j ≠ 0) :
    (∏ j, ratioA v w j = 1 ↔ ∏ j, v j = (-1) ^ N * ∏ j, w j) ∧
    (∏ j, ratioB v w j = 1 ↔ ∏ j, v j = (-1) ^ N * ∏ j, w j) := by
  have key : ∀ x y : ZMod N → ℂ, (∀ j, y j ≠ 0) →
      (∏ j, (-x j / y j) = 1 ↔ ∏ j, y j = (-1) ^ N * ∏ j, x j) := by
    intro x y hy
    have hneg : ∏ j, (-x j) = (-1) ^ N * ∏ j, x j := by
      simp_rw [neg_eq_neg_one_mul (x _)]
      rw [Finset.prod_mul_distrib, Finset.prod_const, Finset.card_univ, ZMod.card]
    rw [Finset.prod_div_distrib, div_eq_one_iff_eq (Finset.prod_ne_zero_iff.2 fun j _ => hy j),
      hneg, eq_comm]
  have hs : (-1 : ℂ) ^ N * (-1) ^ N = 1 := by
    rw [← mul_pow]
    norm_num
  constructor
  · simp only [ratioA]
    rw [← map_prod, map_eq_one_iff _ (starRingEnd ℂ).injective, key v w hw]
    constructor <;> intro h
    · linear_combination -(-1 : ℂ) ^ N * h - (∏ j, v j) * hs
    · linear_combination -(-1 : ℂ) ^ N * h - (∏ j, w j) * hs
  · have shift : ∏ j, v (j + 1) = ∏ j, v j :=
      Equiv.prod_comp (Equiv.addRight (1 : ZMod N)) v
    simp only [ratioB]
    rw [key w (fun j => v (j + 1)) (fun j => hv _), shift]

/-- For nonzero hoppings with `∏ v = (-1)^N ∏ w`, the zero-energy states are the
superpositions of one explicit state on the A sites and one on the B sites. -/
theorem ker_eq_span {v w : ZMod N → ℂ} (hv : ∀ j, v j ≠ 0) (hw : ∀ j, w j ≠ 0)
    (h : ∏ j, v j = (-1) ^ N * ∏ j, w j) :
    LinearMap.ker (hamiltonian v w) = Submodule.span ℂ
      {((transport (ratioA v w), 0) : State N), (0, transport (ratioB v w))} := by
  have hA := (closure_iff hv hw).1.2 h
  have hB := (closure_iff hv hw).2.2 h
  ext ψ
  rw [LinearMap.mem_ker, zero_energy_iff hv hw, cyclic_recurrence, cyclic_recurrence,
    Submodule.mem_span_pair]
  simp only [hA, hB, or_true, true_and]
  constructor
  · rintro ⟨⟨c, hc⟩, ⟨d, hd⟩⟩
    exact ⟨c, d, Prod.ext (by simp [hc]) (by simp [hd])⟩
  · rintro ⟨c, d, rfl⟩
    exact ⟨⟨c, by simp⟩, ⟨d, by simp⟩⟩

/-- For nonzero hoppings with `∏ v = (-1)^N ∏ w`, the space of zero-energy states is
two-dimensional. -/
theorem finrank_ker {v w : ZMod N → ℂ} (hv : ∀ j, v j ≠ 0) (hw : ∀ j, w j ≠ 0)
    (h : ∏ j, v j = (-1) ^ N * ∏ j, w j) :
    Module.finrank ℂ (LinearMap.ker (hamiltonian v w)) = 2 := by
  have hli : LinearIndependent ℂ
      ![((transport (ratioA v w), 0) : State N), (0, transport (ratioB v w))] := by
    rw [LinearIndependent.pair_iff]
    intro s t hst
    -- read off both coefficients in cell 0
    have h1 := congrFun (congrArg Prod.fst hst) 0
    have h2 := congrFun (congrArg Prod.snd hst) 0
    exact ⟨by simpa [transport] using h1, by simpa [transport] using h2⟩
  rw [ker_eq_span hv hw h, ← Matrix.range_cons_cons_empty _ _ ![], finrank_span_eq_card hli,
    Fintype.card_fin]

/-- An SSH ring of `N` cells with nonzero hoppings has a zero-energy state if and only if
the product of the `v j` equals `(-1)^N` times the product of the `w j`. -/
theorem zero_state_iff {v w : ZMod N → ℂ} (hv : ∀ j, v j ≠ 0) (hw : ∀ j, w j ≠ 0) :
    (∃ ψ : State N, ψ ≠ 0 ∧ hamiltonian v w ψ = 0) ↔
      ∏ j, v j = (-1) ^ N * ∏ j, w j := by
  constructor
  · rintro ⟨ψ, hψ, h⟩
    obtain ⟨hA, hB⟩ := (zero_energy_iff hv hw ψ).1 h
    -- a nonzero state lives on at least one sublattice, whose recurrence must close
    rcases ((cyclic_recurrence _ _).1 hA).1 with a0 | hA1
    · rcases ((cyclic_recurrence _ _).1 hB).1 with b0 | hB1
      · exact absurd (Prod.ext a0 b0) hψ
      · exact (closure_iff hv hw).2.1 hB1
    · exact (closure_iff hv hw).1.1 hA1
  · intro h
    refine ⟨(transport (ratioA v w), 0), fun h0 => ?_, ?_⟩
    · have h1 := congrFun (congrArg Prod.fst h0) 0
      simp [transport] at h1
    · rw [← LinearMap.mem_ker, ker_eq_span hv hw h]
      exact Submodule.subset_span (Set.mem_insert _ _)

/-- A uniform ring with positive real hoppings `v` and `w` has a zero-energy state if and
only if the number of cells is even and `v = w`. -/
theorem uniform_zero_state_iff {v w : ℝ} (hv : 0 < v) (hw : 0 < w) :
    (∃ ψ : State N, ψ ≠ 0 ∧ hamiltonian (fun _ => (v : ℂ)) (fun _ => (w : ℂ)) ψ = 0) ↔
      Even N ∧ v = w := by
  rw [zero_state_iff (fun _ => Complex.ofReal_ne_zero.2 hv.ne')
    (fun _ => Complex.ofReal_ne_zero.2 hw.ne')]
  simp only [Finset.prod_const, Finset.card_univ, ZMod.card]
  constructor
  · intro h
    have h' : v ^ N = (-1) ^ N * w ^ N := by exact_mod_cast h
    rcases Nat.even_or_odd N with he | ho
    · rw [he.neg_one_pow, one_mul] at h'
      exact ⟨he, (pow_left_inj₀ hv.le hw.le (NeZero.ne N)).1 h'⟩
    · rw [ho.neg_one_pow] at h'
      have h1 := pow_pos hv N
      have h2 := pow_pos hw N
      linarith
  · rintro ⟨he, rfl⟩
    rw [he.neg_one_pow, one_mul]

end

end SSHRing
```

```lean
#print axioms SSHRing.hamiltonian_hermitian
-- 'SSHRing.hamiltonian_hermitian' depends on axioms: [propext, Classical.choice, Quot.sound]
#print axioms SSHRing.finrank_ker
-- 'SSHRing.finrank_ker' depends on axioms: [propext, Classical.choice, Quot.sound]
#print axioms SSHRing.zero_state_iff
-- 'SSHRing.zero_state_iff' depends on axioms: [propext, Classical.choice, Quot.sound]
#print axioms SSHRing.uniform_zero_state_iff
-- 'SSHRing.uniform_zero_state_iff' depends on axioms: [propext, Classical.choice, Quot.sound]
```

## The ring and its Hamiltonian

One particle hops on a ring whose cell $j$ contains a site $A_j$ and a site $B_j$. Every site has the same on-site energy, which is taken as zero. The question is whether some stationary state sits exactly at that energy. With amplitudes $a_j$ on $A_j$ and $b_j$ on $B_j$, the Hamiltonian $H$ acts as

$$(H\psi)_{A_j}=v_jb_j+w_{j-1}b_{j-1},\qquad (H\psi)_{B_j}=\bar v_ja_j+\bar w_ja_{j+1}.$$

In Lean, a `State N` is the pair of functions $(a,b)$, read off as `ψ.1` and `ψ.2`. Cells are labelled by `ZMod N`, so $j+1$ returns to cell $0$ after cell $N-1$. The assumption `NeZero N` excludes $N=0$. For $N=1$ both bonds join the same two sites, their hoppings add, and the condition reads $v_0=-w_0$.

The hoppings may be complex. Real site-dependent hoppings are a special case, and a magnetic flux through the ring can be included in the phases. The theorem `hamiltonian_hermitian` states $\langle\varphi|H\psi\rangle=\langle H\varphi|\psi\rangle$ with the inner product written out as a sum over cells.

The hoppings are given numbers, so the lattice distortion that modulates them in the full Su–Schrieffer–Heeger model is not treated as a variable. The ring also has no ends, and its zero-energy states are not the end states of an open chain. Before the result is applied to a real ring-shaped molecule, it should be checked that differences in on-site energy, hopping beyond nearest neighbours and interactions can be neglected.

## What the theorems say

`zero_state_iff` is the existence criterion. Its left side asks for a state with `ψ ≠ 0` and `hamiltonian v w ψ = 0`; the first condition is needed because the zero vector is also a `State N`. The hypotheses `hv` and `hw` say that no bond is cut.

`ker_eq_span` identifies all zero-energy states when the product condition holds, and `finrank_ker` gives their complex dimension as two. The spanning states are built with `transport`, a name that has nothing to do with electrical transport: it carries an amplitude from cell to cell, starting from one in cell $0$. These states are unnormalised. If $T_j$ denotes the transported amplitude, the normalised one is $T_j/\sqrt{\sum_k|T_k|^2}$.

`uniform_zero_state_iff` treats constant, positive real hoppings, for which $v$ and $w$ are single numbers. A zero-energy state then exists exactly when $N$ is even and $v=w$. A normalised zero-energy state confined to one sublattice has amplitudes $(-1)^j/\sqrt N$ there, up to a global phase.

In the non-interacting Hückel picture of a ring with $2N$ identical sites and equal bonds, this is the familiar count: a pair of nonbonding orbitals appears when $2N$ is a multiple of four, and alternating the bond strengths removes it. Hückel resonance integrals are usually negative, whereas the theorem assumes positive hoppings. Reversing the sign of every hopping replaces $H$ by $-H$, which has the same zero-energy states, so the count is unchanged.

## Two recurrences around the ring

Setting $H\psi=0$ separates the two sublattices. The equation at $B_j$ contains only $a$ and gives

$$a_{j+1}=-\frac{\bar v_j}{\bar w_j}\,a_j.$$

The equation at $A_{j+1}$ is $v_{j+1}b_{j+1}+w_jb_j=0$, hence

$$b_{j+1}=-\frac{w_j}{v_{j+1}}\,b_j.$$

The two factors are `ratioA` and `ratioB`. In `zero_energy_iff`, `eq_div_iff` clears the denominators and `linear_combination` matches the equations. The $B$ recurrence uses the Hamiltonian equation at $j+1$, and the converse uses the recurrence at $j-1$, because the $A$ row refers to the preceding cell.

Both recurrences have the form $x_{j+1}=r_jx_j$. Starting in cell $0$ and stepping forward gives

$$x_k=x_0\prod_{i=0}^{k-1}r_i.$$

After $N$ steps the cell index is back at $0$, so

$$x_0=x_0\prod_{i=0}^{N-1}r_i.$$

If $x_0=0$, every amplitude vanishes. Otherwise $\prod_i r_i=1$.

Conversely, suppose this product is one, and let $T_j=\prod_{i=0}^{j-1}r_i$ for $0\le j<N$. For $j<N-1$ the definition gives $T_{j+1}=r_jT_j$. At the seam, $r_{N-1}T_{N-1}=\prod_i r_i=1=T_0$. Every multiple of $T$ is therefore a solution.

This is `cyclic_recurrence`. Its forward half proves the formula for $x_k$ by induction on natural numbers and then sets $k=N$. For the converse, `hper` shows that the partial products repeat with period $N$. The step across the seam can then be treated like any other.

## One closure condition for both sublattices

Write $V=\prod_jv_j$ and $W=\prod_jw_j$. Multiplying the $A$ factors around the ring gives

$$\prod_j\left(-\frac{\bar v_j}{\bar w_j}\right)=(-1)^N\frac{\bar V}{\bar W}.$$

This equals one exactly when $(-1)^N\bar V=\bar W$. Conjugating and multiplying by $(-1)^N$ turns this into $V=(-1)^NW$.

For the $B$ factors, shifting the index in the denominator only reorders the product, so

$$\prod_j\left(-\frac{w_j}{v_{j+1}}\right)=(-1)^N\frac WV,$$

which equals one exactly when $V=(-1)^NW$ again. The two sublattices therefore close together or not at all.

In `closure_iff`, the auxiliary statement `key` handles a general product of factors $-x_j/y_j$, `hs` supplies $(-1)^N(-1)^N=1$, and `shift` reorders the product of the $v_{j+1}$.

## From closure to the two-dimensional kernel

If a nonzero zero-energy state exists, at least one of $a$ and $b$ is nonzero. Its recurrence must close, so $V=(-1)^NW$. The case split in `zero_state_iff` makes this argument.

If the product condition holds, both recurrences close. Let $T^A$ and $T^B$ be their transported amplitudes. Every zero-energy state is then

$$(a,b)=c\,(T^A,0)+d\,(0,T^B)$$

with complex $c$ and $d$, and every such combination has zero energy. `ker_eq_span` obtains this by applying `cyclic_recurrence` to each sublattice. If the combination vanishes, its entries in cell $0$ give $c=d=0$, because $T^A_0=T^B_0=1$. `finrank_ker` uses the same entries to prove independence, and the dimension is two.

For the uniform ring the condition becomes $v^N=(-1)^Nw^N$. With odd $N$ the left side is positive and the right side negative, which is impossible. With even $N$, positivity reduces $v^N=w^N$ to $v=w$.

Hermiticity follows from a separate cancellation. In $\langle\varphi|H\psi\rangle-\langle H\varphi|\psi\rangle$ the $v_j$ terms cancel within each cell. The $w_j$ terms combine into $\sum_j(g_j-g_{j+1})$, where

$$g_j=\bar\varphi_{A_j}w_{j-1}\psi_{B_{j-1}}-\bar w_{j-1}\bar\varphi_{B_{j-1}}\psi_{A_j}.$$

This sum vanishes on a ring, since shifting the index only reorders its terms.

## A determinant in place of the recurrences

The Hamiltonian could also be modelled as a matrix with an $N\times N$ block $D$ that maps $B$ amplitudes to $A$ amplitudes. A zero-energy state then exists exactly when $\det D=0$, and expanding the determinant gives $\det D=V-(-1)^NW$. This version, which is argued here only in prose, would extend the existence criterion to rings with vanishing hoppings. It would not by itself supply the explicit states, and the dimension could exceed two: with $N=2$ and all hoppings zero, it is four.
